# Same-spin RPA screening in the half-filled Hubbard dimer: with a repulsion \(U\) between opposite spins only, all poles of \(W_{00}\) are real exactly when \(U\le 2t\)

One way to evaluate a \(GW\) self-energy uses the poles of the screened interaction \(W\) in the complex frequency plane; another integrates \(W\) along the imaginary axis. For the half-filled Hubbard dimer with hopping \(t\), a non-interacting polarizability (the random-phase approximation, RPA) and a repulsion \(U\) between opposite spins only, the same-spin part of \(W\) has its poles at \(w^2=4t^2\pm 2tU\). Once \(U>2t\), two of them lie on the imaginary axis, where a residue sum over real excitation energies misses them and an integration along that axis runs into them.

## The polarizability of the odd density mode

Let \(t>0\) be the hopping between the two sites and \(U>0\) the on-site repulsion. Without interaction, each spin has one electron in the bonding orbital, at energy \(-t\), and an empty antibonding orbital at \(+t\). Each spin has a single excitation, at energy \(2t\), whose transition density has opposite signs on the two sites. For the odd combination \((n_1-n_2)/\sqrt2\) of the site densities \(n_1\) and \(n_2\) of one spin, the polarizability at complex frequency \(w\) is

\[
p(w)=\frac{2t}{w^2-4t^2}.
\]

The on-site interaction keeps the odd combination separate from the even one, so only the spin index remains. Label the spins 0 and 1. The interaction \(v\) is then a \(2\times2\) matrix, \(p\) multiplies the identity because the non-interacting response does not mix spins, and

\[
W=(1-pv)^{-1}v .
\]

## Inverting \(1-pv\) for opposite spins

If only opposite spins interact, \(v=U\sigma_x\), where \(\sigma_x\) has zeros on the diagonal and ones off it. Then

\[
1-pv=\begin{pmatrix}1&-pU\\-pU&1\end{pmatrix},\qquad \det(1-pv)=1-U^2p^2 .
\]

When this determinant is nonzero,

\[
W=\frac{1}{1-U^2p^2}\begin{pmatrix}1&pU\\pU&1\end{pmatrix}\begin{pmatrix}0&U\\U&0\end{pmatrix}
=\frac{1}{1-U^2p^2}\begin{pmatrix}U^2p&U\\U&U^2p\end{pmatrix}.
\]

Like spins have no bare interaction, yet they acquire a screened one, \(W_{00}=U^2p/(1-U^2p^2)\), through the density of the other spin.

## Where the same-spin element diverges

Write \(D(w)=w^2-4t^2\), so that \(p=2t/D\). Multiplying numerator and denominator by \(D^2\) gives

\[
W_{00}(w)=\frac{2tU^2D}{D^2-4t^2U^2}.
\]

Where the denominator is nonzero, this function is continuous and has no pole. That includes \(D=0\), where \(p\) diverges but \(W_{00}\) tends to zero.

The denominator vanishes at \(w_0\) exactly when \(D(w_0)=\pm2tU\), that is,

\[
w_0^2=4t^2\pm2tU .
\]

There the numerator is \(\pm4t^2U^3\neq0\). The zeros are isolated, so \(|W_{00}|\) tends to infinity at each of them.

The value \(4t^2+2tU\) is positive and gives two real frequencies. The value \(4t^2-2tU=2t(2t-U)\) is nonnegative exactly when \(U\le2t\). If \(U>2t\), its square roots are \(\pm i\sqrt{2tU-4t^2}\), which are not real.

For \(t=1\) and \(U=1\), the squared frequencies are 6 and 2, so the poles lie at \(w\approx\pm2.449\) and \(\pm1.414\). For \(t=1\) and \(U=3\), they are 10 and \(-2\), which gives \(w\approx\pm3.162\) and \(\pm1.414\,i\).

## One spin bubble or two at second order

At fixed \(p\), the opposite-spin interaction gives

\[
\frac{W_{00}}{U^2}=\frac{p}{1-U^2p^2}\longrightarrow p\qquad(U\to0).
\]

Now let \(v\) be \(U\) times the all-ones matrix, the spin-independent form. The determinant of \(1-pv\) is \((1-pU)^2-(pU)^2=1-2Up\), and

\[
W_{00}=\frac{(1-pU)U+pU\,U}{1-2Up}=\frac{U}{1-2Up},\qquad
\frac{W_{00}-U}{U^2}=\frac{2p}{1-2Up}\longrightarrow2p .
\]

The bare term \(U\) is subtracted first. The factor of two counts the spins that screen: both in the second case, only the opposite one in the first. Two \(GW\) calculations for this two-site model therefore disagree at second order if they use different spin forms of \(v\), even with the same \(p\) and \(U\).

The pole argument also carries over. Inserting \(p=2t/D\) gives \(W_{00}=UD/(D-4tU)\), with poles at \(w_0^2=4t^2+4tU\). For \(t,U>0\) these are real at every interaction strength, so the spin-independent form shows no threshold at \(U=2t\).

## Spin matrices, frequencies and limits in Lean

The matrices `vOpp U` and `vAll U` are the two interactions, with rows and columns indexed by spin. `screened p v` is \(W\), `pol t w` is \(p(w)\), and `sameSpinW t U w` is the entry \(W_{00}\) for the opposite-spin interaction. The parameters \(t\) and \(U\) are real in the frequency-dependent statements, while \(w\) is complex.

`IsPole f w₀` says that \(|f(w)|\to\infty\) as \(w\to w_0\) with \(w\ne w_0\). The value that Lean's division assigns at the centre itself, for instance at \(w=\pm2t\), thus has no influence.

The theorems read as follows.

- `screened_opposite_spin`: for complex \(p\) and \(U\) with \(1-U^2p^2\ne0\), the matrix \(1-pv\) is invertible and \(W\) has the form derived above. The hypothesis excludes a response that sustains itself without an external field.
- `isPole_sameSpinW_iff`: for \(t,U>0\), \(W_{00}\) has a pole at \(w_0\) if and only if \(w_0^2\) is one of the two stated values.
- `imaginary_pole`: for \(U>2t>0\), there is a pole at \(i\sqrt{2tU-4t^2}\).
- `poles_real_iff`: for \(t,U>0\), every pole has zero imaginary part if and only if \(U\le2t\).
- `second_order_opposite_spin` and `second_order_spin_independent`: the two weak-coupling limits are \(p\) and \(2p\), for complex \(U\to0\) at fixed complex \(p\).

The polarizability enters as a definition; its derivation from the dimer Hamiltonian is not part of the file. There is no infinitesimal damping, no self-consistency and no self-energy, and the poles are those of this approximate \(W\), not exact excitation energies of the interacting dimer.

## The complete Lean file

```lean
import Mathlib

open Filter Topology

namespace HubbardDimerScreening

noncomputable section

/-- The interaction `U σₓ` in spin space: only opposite spins interact. -/
def vOpp (U : ℂ) : Matrix (Fin 2) (Fin 2) ℂ := !![0, U; U, 0]

/-- The spin-independent interaction: `U` times the all-ones matrix. -/
def vAll (U : ℂ) : Matrix (Fin 2) (Fin 2) ℂ := !![U, U; U, U]

/-- The screened interaction `W = (1 - p v)⁻¹ v`, for `1 - p v` invertible. -/
def screened (p : ℂ) (v : Matrix (Fin 2) (Fin 2) ℂ) : Matrix (Fin 2) (Fin 2) ℂ :=
  (1 - p • v)⁻¹ * v

/-- The dimer polarizability `p = 2t / (w² - 4t²)` per spin, for `w² ≠ 4t²`. -/
def pol (t : ℝ) (w : ℂ) : ℂ := 2 * t / (w ^ 2 - 4 * t ^ 2)

/-- The same-spin element of `W` at frequency `w` for the interaction `U σₓ`,
on the domain where `pol` and `screened` are defined. -/
def sameSpinW (t U : ℝ) (w : ℂ) : ℂ := screened (pol t w) (vOpp U) 0 0

/-- A function of complex frequency has a pole at `w₀` if its modulus tends to infinity
as `w` approaches `w₀`. -/
def IsPole (f : ℂ → ℂ) (w₀ : ℂ) : Prop :=
  Tendsto (fun w => ‖f w‖) (𝓝[≠] w₀) atTop

private theorem one_sub_opp (p U : ℂ) :
    1 - p • vOpp U = !![1, -(p * U); -(p * U), 1] := by
  ext i j
  fin_cases i <;> fin_cases j <;> simp [vOpp]

private theorem screened_opp (p U : ℂ) :
    screened p (vOpp U) = (1 - U ^ 2 * p ^ 2)⁻¹ • !![U ^ 2 * p, U; U, U ^ 2 * p] := by
  have hd : (1 : ℂ) * 1 - -(p * U) * -(p * U) = 1 - U ^ 2 * p ^ 2 := by ring
  rw [screened, one_sub_opp, Matrix.inv_def, Matrix.det_fin_two_of,
    Matrix.adjugate_fin_two_of, Ring.inverse_eq_inv', Matrix.smul_mul, hd]
  congr 1
  ext i j
  fin_cases i <;> fin_cases j <;>
    simp [vOpp, Matrix.mul_apply, Fin.sum_univ_two] <;> ring

private theorem opp_entry (p U : ℂ) :
    screened p (vOpp U) 0 0 = U ^ 2 * p / (1 - U ^ 2 * p ^ 2) := by
  rw [screened_opp]
  simp [div_eq_inv_mul]

private theorem all_entry (p U : ℂ) :
    screened p (vAll U) 0 0 = U / (1 - 2 * U * p) := by
  have hM : 1 - p • vAll U = !![1 - p * U, -(p * U); -(p * U), 1 - p * U] := by
    ext i j
    fin_cases i <;> fin_cases j <;> simp [vAll]
  have hd : (1 - p * U) * (1 - p * U) - -(p * U) * -(p * U) = 1 - 2 * U * p := by ring
  rw [screened, hM, Matrix.inv_def, Matrix.det_fin_two_of,
    Matrix.adjugate_fin_two_of, Ring.inverse_eq_inv', Matrix.smul_mul, hd,
    Matrix.smul_apply, smul_eq_mul, div_eq_inv_mul]
  congr 1
  simp [vAll, Matrix.mul_apply, Fin.sum_univ_two]
  ring

/-- If `U²p² ≠ 1`, then `1 - p v` is invertible for `v = U σₓ`, and `W` has same-spin
elements `U²p/(1 - U²p²)` and opposite-spin elements `U/(1 - U²p²)`. -/
theorem screened_opposite_spin (p U : ℂ) (h : 1 - U ^ 2 * p ^ 2 ≠ 0) :
    IsUnit (1 - p • vOpp U) ∧
      screened p (vOpp U) = (1 - U ^ 2 * p ^ 2)⁻¹ • !![U ^ 2 * p, U; U, U ^ 2 * p] := by
  refine ⟨(Matrix.isUnit_iff_isUnit_det _).2 (isUnit_iff_ne_zero.2 ?_), screened_opp p U⟩
  rw [one_sub_opp, Matrix.det_fin_two_of]
  intro h0
  exact h (by linear_combination h0)

private theorem sameSpinW_eq (t U : ℝ) (w : ℂ) :
    sameSpinW t U w = 2 * t * U ^ 2 * (w ^ 2 - 4 * t ^ 2) /
      ((w ^ 2 - 4 * t ^ 2) ^ 2 - 4 * t ^ 2 * U ^ 2) := by
  rw [sameSpinW, opp_entry, pol]
  generalize w ^ 2 - 4 * (t : ℂ) ^ 2 = D
  rcases eq_or_ne D 0 with hD | hD
  · simp [hD]
  · have hq : 2 * (t : ℂ) / D * D = 2 * t := div_mul_cancel₀ _ hD
    generalize 2 * (t : ℂ) / D = q at hq ⊢
    -- numerator and denominator share the factor `D²`
    have hn : 2 * (t : ℂ) * U ^ 2 * D = D ^ 2 * (U ^ 2 * q) := by
      linear_combination (-(U : ℂ) ^ 2 * D) * hq
    have hd : D ^ 2 - 4 * (t : ℂ) ^ 2 * U ^ 2 = D ^ 2 * (1 - U ^ 2 * q ^ 2) := by
      linear_combination ((U : ℂ) ^ 2 * (q * D + 2 * t)) * hq
    rw [hn, hd, mul_div_mul_left _ _ (pow_ne_zero 2 hD)]

/-- For `t, U > 0`, the same-spin screened interaction has a pole at `w₀` exactly when
`w₀² = 4t² + 2tU` or `w₀² = 4t² - 2tU`. -/
theorem isPole_sameSpinW_iff {t U : ℝ} (ht : 0 < t) (hU : 0 < U) (w₀ : ℂ) :
    IsPole (sameSpinW t U) w₀ ↔
      w₀ ^ 2 = 4 * t ^ 2 + 2 * t * U ∨ w₀ ^ 2 = 4 * t ^ 2 - 2 * t * U := by
  have htc : (t : ℂ) ≠ 0 := Complex.ofReal_ne_zero.2 ht.ne'
  have hUc : (U : ℂ) ≠ 0 := Complex.ofReal_ne_zero.2 hU.ne'
  have hiff : (w₀ ^ 2 - 4 * (t : ℂ) ^ 2) ^ 2 - 4 * t ^ 2 * U ^ 2 = 0 ↔
      w₀ ^ 2 = 4 * t ^ 2 + 2 * t * U ∨ w₀ ^ 2 = 4 * t ^ 2 - 2 * t * U := by
    constructor
    · intro h
      have hp : (w₀ ^ 2 - (4 * (t : ℂ) ^ 2 + 2 * t * U)) *
          (w₀ ^ 2 - (4 * t ^ 2 - 2 * t * U)) = 0 := by linear_combination h
      exact (mul_eq_zero.1 hp).imp sub_eq_zero.1 sub_eq_zero.1
    · rintro (h | h)
      · linear_combination (w₀ ^ 2 - 4 * (t : ℂ) ^ 2 + 2 * t * U) * h
      · linear_combination (w₀ ^ 2 - 4 * (t : ℂ) ^ 2 - 2 * t * U) * h
  rw [← hiff, IsPole, funext (sameSpinW_eq t U)]
  have hnc : ContinuousAt (fun w : ℂ => 2 * (t : ℂ) * U ^ 2 * (w ^ 2 - 4 * t ^ 2)) w₀ := by
    fun_prop
  have hdc : ContinuousAt
      (fun w : ℂ => (w ^ 2 - 4 * (t : ℂ) ^ 2) ^ 2 - 4 * t ^ 2 * U ^ 2) w₀ := by
    fun_prop
  constructor
  · -- away from the zeros of the denominator the function stays finite
    intro h
    by_contra hne
    exact not_tendsto_nhds_of_tendsto_atTop h _
      ((hnc.div hdc hne).norm.tendsto.mono_left nhdsWithin_le_nhds)
  · intro h
    have hD : w₀ ^ 2 - 4 * (t : ℂ) ^ 2 ≠ 0 := by
      intro h0
      rw [h0] at h
      have h4 : (4 : ℂ) * t ^ 2 * U ^ 2 ≠ 0 :=
        mul_ne_zero (mul_ne_zero (by norm_num) (pow_ne_zero 2 htc)) (pow_ne_zero 2 hUc)
      exact h4 (by linear_combination -h)
    -- the zeros of the denominator are isolated
    have hneg : ∀ᶠ w in 𝓝[≠] w₀, w ≠ -w₀ := by
      rcases eq_or_ne w₀ (-w₀) with e | e
      · rw [← e]
        exact self_mem_nhdsWithin
      · exact nhdsWithin_le_nhds (isOpen_ne.mem_nhds e)
    have hsum : ∀ᶠ w in 𝓝[≠] w₀,
        w ^ 2 - 4 * (t : ℂ) ^ 2 + (w₀ ^ 2 - 4 * t ^ 2) ≠ 0 := by
      have hc : ContinuousAt
          (fun w : ℂ => w ^ 2 - 4 * (t : ℂ) ^ 2 + (w₀ ^ 2 - 4 * t ^ 2)) w₀ := by fun_prop
      exact nhdsWithin_le_nhds
        (hc.eventually_ne (fun h0 => hD (by linear_combination h0 / 2)))
    have hden : Tendsto
        (fun w : ℂ => ‖(w ^ 2 - 4 * (t : ℂ) ^ 2) ^ 2 - 4 * t ^ 2 * U ^ 2‖)
        (𝓝[≠] w₀) (𝓝[>] 0) := by
      refine tendsto_nhdsWithin_iff.2 ⟨?_, ?_⟩
      · have hl := hdc.norm.tendsto.mono_left (nhdsWithin_le_nhds (s := {w₀}ᶜ))
        simpa only [h, norm_zero] using hl
      · filter_upwards [self_mem_nhdsWithin, hneg, hsum] with w h1 h2 h3
        refine Set.mem_Ioi.2 (norm_pos_iff.2 fun h0 => ?_)
        have hp : (w - w₀) * ((w + w₀) *
            (w ^ 2 - 4 * (t : ℂ) ^ 2 + (w₀ ^ 2 - 4 * t ^ 2))) = 0 := by
          linear_combination h0 - h
        rcases mul_eq_zero.1 hp with h4 | h4
        · exact h1 (sub_eq_zero.1 h4)
        · rcases mul_eq_zero.1 h4 with h5 | h5
          · exact h2 (eq_neg_of_add_eq_zero_left h5)
          · exact h3 h5
    have hpos : 0 < ‖2 * (t : ℂ) * U ^ 2 * (w₀ ^ 2 - 4 * t ^ 2)‖ :=
      norm_pos_iff.2 (mul_ne_zero (mul_ne_zero (mul_ne_zero two_ne_zero htc)
        (pow_ne_zero 2 hUc)) hD)
    have hlim := (hnc.norm.tendsto.mono_left
      (nhdsWithin_le_nhds (s := {w₀}ᶜ))).pos_mul_atTop hpos
      (tendsto_inv_nhdsGT_zero.comp hden)
    refine hlim.congr fun w => ?_
    simp only [norm_div, Function.comp_apply]
    exact (div_eq_mul_inv _ _).symm

/-- For `U > 2t > 0`, the same-spin screened interaction has a pole at the imaginary
frequency `i √(2tU - 4t²)`. -/
theorem imaginary_pole {t U : ℝ} (ht : 0 < t) (h : 2 * t < U) :
    IsPole (sameSpinW t U) ((√(2 * t * U - 4 * t ^ 2) : ℝ) * Complex.I) := by
  refine (isPole_sameSpinW_iff ht (by linarith) _).2 (Or.inr ?_)
  rw [mul_pow, Complex.I_sq, ← Complex.ofReal_pow, Real.sq_sqrt (by nlinarith)]
  push_cast
  ring

/-- For `t, U > 0`, all poles of the same-spin screened interaction are real if and only
if `U ≤ 2t`. -/
theorem poles_real_iff {t U : ℝ} (ht : 0 < t) (hU : 0 < U) :
    (∀ w : ℂ, IsPole (sameSpinW t U) w → w.im = 0) ↔ U ≤ 2 * t := by
  constructor
  · intro h
    by_contra hlt
    have hlt' : 2 * t < U := not_le.1 hlt
    have him := h _ (imaginary_pole ht hlt')
    have hs : 0 < √(2 * t * U - 4 * t ^ 2) := Real.sqrt_pos.2 (by nlinarith)
    rw [Complex.mul_im, Complex.ofReal_re, Complex.ofReal_im, Complex.I_im,
      mul_one, zero_mul, add_zero] at him
    exact hs.ne' him
  · intro h w hw
    -- a complex number with nonnegative real square is real
    have key : ∀ r : ℝ, 0 ≤ r → w ^ 2 = (r : ℂ) → w.im = 0 := by
      intro r hr hwr
      have h1 := congrArg Complex.re hwr
      have h2 := congrArg Complex.im hwr
      simp only [pow_two, Complex.mul_re, Complex.ofReal_re] at h1
      simp only [pow_two, Complex.mul_im, Complex.ofReal_im] at h2
      by_contra him
      have h3 : w.re * w.im = 0 := by linarith [mul_comm w.re w.im]
      have h4 : w.re = 0 := (mul_eq_zero.1 h3).resolve_right him
      rw [h4] at h1
      linarith [mul_self_pos.2 him]
    rcases (isPole_sameSpinW_iff ht hU w).1 hw with h1 | h1
    · exact key (4 * t ^ 2 + 2 * t * U) (by positivity) (by push_cast; exact h1)
    · exact key (4 * t ^ 2 - 2 * t * U)
        (by nlinarith [mul_nonneg ht.le (sub_nonneg.2 h)]) (by push_cast; exact h1)

/-- For `v = U σₓ`, the same-spin element of `W` divided by `U²` tends to `p` as `U`
tends to zero at fixed `p`. -/
theorem second_order_opposite_spin (p : ℂ) :
    Tendsto (fun U : ℂ => screened p (vOpp U) 0 0 / U ^ 2) (𝓝[≠] 0) (𝓝 p) := by
  have hc : ContinuousAt (fun U : ℂ => p / (1 - U ^ 2 * p ^ 2)) 0 :=
    ContinuousAt.div (by fun_prop) (by fun_prop) (by simp)
  have hl : Tendsto (fun U : ℂ => p / (1 - U ^ 2 * p ^ 2)) (𝓝[≠] 0) (𝓝 p) := by
    simpa using hc.tendsto.mono_left (nhdsWithin_le_nhds (s := {(0 : ℂ)}ᶜ))
  refine hl.congr' ?_
  filter_upwards [self_mem_nhdsWithin] with U hU
  have hU' : U ≠ 0 := hU
  rw [opp_entry, div_right_comm, mul_div_cancel_left₀ _ (pow_ne_zero 2 hU')]

/-- For `v = U` times all-ones, the same-spin element of `W` minus its bare value `U`,
divided by `U²`, tends to `2p` as `U` tends to zero at fixed `p`. -/
theorem second_order_spin_independent (p : ℂ) :
    Tendsto (fun U : ℂ => (screened p (vAll U) 0 0 - U) / U ^ 2) (𝓝[≠] 0) (𝓝 (2 * p)) := by
  have hd : ContinuousAt (fun U : ℂ => 1 - 2 * U * p) 0 := by fun_prop
  have hc : ContinuousAt (fun U : ℂ => 2 * p / (1 - 2 * U * p)) 0 :=
    ContinuousAt.div (by fun_prop) hd (by simp)
  have hl : Tendsto (fun U : ℂ => 2 * p / (1 - 2 * U * p)) (𝓝[≠] 0) (𝓝 (2 * p)) := by
    simpa using hc.tendsto.mono_left (nhdsWithin_le_nhds (s := {(0 : ℂ)}ᶜ))
  have hne : ∀ᶠ U : ℂ in 𝓝[≠] 0, 1 - 2 * U * p ≠ 0 :=
    nhdsWithin_le_nhds (hd.eventually_ne (by simp))
  refine hl.congr' ?_
  filter_upwards [self_mem_nhdsWithin, hne] with U hU h
  have hU' : U ≠ 0 := hU
  rw [all_entry, eq_div_iff (pow_ne_zero 2 hU')]
  linear_combination (-U) * mul_inv_cancel₀ h

end

end HubbardDimerScreening
```

```lean
#print axioms HubbardDimerScreening.screened_opposite_spin
-- 'HubbardDimerScreening.screened_opposite_spin' depends on axioms: [propext, Classical.choice, Quot.sound]
#print axioms HubbardDimerScreening.poles_real_iff
-- 'HubbardDimerScreening.poles_real_iff' depends on axioms: [propext, Classical.choice, Quot.sound]
#print axioms HubbardDimerScreening.second_order_opposite_spin
-- 'HubbardDimerScreening.second_order_opposite_spin' depends on axioms: [propext, Classical.choice, Quot.sound]
#print axioms HubbardDimerScreening.second_order_spin_independent
-- 'HubbardDimerScreening.second_order_spin_independent' depends on axioms: [propext, Classical.choice, Quot.sound]
```

## From the matrix inverse to the divergence

**Matrix algebra.** `one_sub_opp` writes out \(1-pv\), and `screened_opp` computes its inverse as the adjugate divided by the determinant, then multiplies by \(v\). `opp_entry` and `all_entry` extract the same-spin elements for the two interactions. Invertibility in `screened_opposite_spin` follows from the nonzero determinant.

**The rational function.** `sameSpinW_eq` inserts \(p(w)\). It treats \(D=0\) separately and otherwise cancels the common factor \(D^2\). The tactic `linear_combination` verifies the polynomial identities here and in the pole theorem.

**The pole criterion.** In `isPole_sameSpinW_iff`, the step `hiff` factorises the denominator into the two conditions on \(w_0^2\). If the denominator is nonzero at \(w_0\), continuity gives the modulus a finite limit, which contradicts divergence.

For the converse, `hD` shows that \(D(w_0)\neq0\), so the numerator is nonzero. To see that the zero is isolated, the proof uses the fact that the denominator at \(w\), minus its vanishing value at \(w_0\), equals

\[
(w-w_0)(w+w_0)\bigl(D(w)+D(w_0)\bigr).
\]

Close to \(w_0\), but not at it, none of the three factors vanishes; `hneg` and `hsum` deal with the second and third. The case \(w_0=0\), which occurs at \(U=2t\), is included: the first two factors then coincide. The modulus of the denominator therefore tends to zero through positive values (`hden`), its inverse tends to infinity, and the numerator's modulus has a positive limit (`hpos`). Their product diverges.

**The threshold.** `imaginary_pole` squares the proposed frequency and applies the criterion. This pole rules out \(U>2t\) in one direction of `poles_real_iff`. In the other direction, `key` shows that a complex number whose square is real and nonnegative must be real: if its imaginary part were nonzero, its real part would vanish and its square would be negative.

**The weak-coupling limits.** Both proofs cancel \(U^2\) for \(U\ne0\) and use continuity of the remaining fraction at \(U=0\). In the spin-independent case, `hne` also ensures that \(1-2Up\) is nonzero for \(U\) near zero.
